# The time-averaged transition matrices of every finite Markov chain converge

A Markov chain Monte Carlo run can estimate a mean by recording an observable $f$ at successive states, the starting one included, and dividing the sum by the number $n$ of records. If the run starts in state $x$ and moves with transition matrix $P$, the expected value of this estimate is

$$\frac1n\sum_{k=0}^{n-1}(P^k f)(x).$$

For a chain with finitely many states and a fixed $P$, this expectation always has a limit as $n$ grows, even if the chain is periodic or splits into disconnected parts. If only one stationary distribution exists, the limit is the mean of $f$ under it. The result concerns expectations; it does not say that the average along a single trajectory converges, and it gives no rate.

## From a telescoping sum to a unique limit

Let $S$ be the finite set of states. The matrix $P$ is row-stochastic: $P_{xy}\ge 0$ and $\sum_y P_{xy}=1$. For $n\ge1$ put

$$T_n=\frac1n\sum_{k=0}^{n-1}P^k .$$

The claim is that $T_n$ converges, entry by entry, to a row-stochastic matrix $A$ with $A^2=A$ and $PA=AP=A$.

**Bounded entries.** The identity $P^0=1$ is row-stochastic. If $P^k$ is, then $P^{k+1}=P^kP$ has nonnegative entries and row sums

$$\sum_y (P^{k+1})_{xy}=\sum_z (P^k)_{xz}\sum_y P_{zy}=1 .$$

Averaging preserves both properties, so $T_n$ is row-stochastic. All entries of $P^k$ and $T_n$ therefore lie in $[0,1]$.

**Invariance.** The sum telescopes:

$$T_nP-T_n=PT_n-T_n=\frac1n\sum_{k=0}^{n-1}(P^{k+1}-P^k)=\frac{P^n-1}{n}.$$

Each entry on the right has absolute value at most $1/n$. If $T_{n_j}\to A$ along times $n_j\to\infty$, then $AP=A$ and $PA=A$.

**Uniqueness.** Let $T_{m_j}\to B$ along other times $m_j\to\infty$. From $AP=A$ follows $AP^k=A$ for all $k$, hence $AT_{m_j}=A$, and in the limit $AB=A$. From $PB=B$ follows $T_{n_j}B=B$, and in the limit $AB=B$. Thus $A=B$, and $A^2=A$.

**Convergence.** Since the entries are bounded, every subsequence of $T_n$ has a convergent further subsequence, and its limit must be the same $A$. If $T_n$ did not converge to $A$, some entry would stay a fixed distance away from its limit along a subsequence, which is a contradiction. Nonnegativity and the finite row sums pass to the limit.

Convergence to a matrix $A$ with $A^2=A$ and $PA=AP=A$ holds for any complex square matrix $P$ whose powers $P^k$, $k\ge0$, have entries bounded uniformly in $k$, because this part of the argument used nonnegativity and the row sums only to bound the entries. For a unitary matrix $U$, the averages of $U^k$ converge to the orthogonal projection onto the vectors with $Uv=v$.

## Chains, averages and limits as Lean objects

The states form a finite type `S`, and transition matrices are real matrices indexed by it.

```lean
import Mathlib

open Filter Topology Matrix

namespace MarkovTimeAverage

noncomputable section

variable {S : Type*} [Fintype S] [DecidableEq S]
```

`RowStochastic` fixes the convention that `P x y` is the probability of going from `x` to `y`. Distributions therefore multiply from the left and observables from the right.

```lean
/-- A transition matrix: nonnegative entries, and each row sums to one. -/
def RowStochastic (P : Matrix S S ℝ) : Prop :=
  (∀ x y, 0 ≤ P x y) ∧ ∀ x, ∑ y, P x y = 1
```

The average uses the times $0,\dots,n-1$, so it includes the starting state. At `n = 0` Lean's value is the zero matrix, which has no effect on the limit.

```lean
/-- The average of the transition matrices over the first `n` times `0, …, n - 1`. -/
def timeAverage (P : Matrix S S ℝ) (n : ℕ) : Matrix S S ℝ :=
  (n : ℝ)⁻¹ • ∑ k ∈ Finset.range n, P ^ k
```

Convergence is stated for each matrix entry separately.

```lean
/-- Convergence of a sequence of matrices, entry by entry. -/
def ConvergesTo (M : ℕ → Matrix S S ℝ) (A : Matrix S S ℝ) : Prop :=
  ∀ x y, Tendsto (fun n => M n x y) atTop (𝓝 (A x y))
```

## Bounds and absorption

The first lemma is the induction on $k$ above. In the successor step, `Finset.sum_comm` exchanges the sums over $y$ and $z$.

```lean
/-- The `k`-step transition matrix is row-stochastic. -/
theorem rowStochastic_pow {P : Matrix S S ℝ} (hP : RowStochastic P) (k : ℕ) :
    RowStochastic (P ^ k) := by
  induction k with
  | zero =>
    refine ⟨fun x y => ?_, fun x => ?_⟩
    · rw [pow_zero, Matrix.one_apply]
      split_ifs <;> norm_num
    · simp [Matrix.one_apply]
  | succ k ih =>
    refine ⟨fun x y => ?_, fun x => ?_⟩
    · rw [pow_succ, Matrix.mul_apply]
      exact Finset.sum_nonneg fun z _ => mul_nonneg (ih.1 x z) (hP.1 z y)
    · simp only [pow_succ, Matrix.mul_apply]
      rw [Finset.sum_comm]
      simp only [← Finset.mul_sum, hP.2, mul_one, ih.2]
```

The same exchange, now between the sum over states and the sum over times, gives the row sums of $T_n$.

```lean
/-- The time average over a positive number of steps is row-stochastic. -/
theorem rowStochastic_timeAverage {P : Matrix S S ℝ} (hP : RowStochastic P) {n : ℕ}
    (hn : n ≠ 0) : RowStochastic (timeAverage P n) := by
  have happ : ∀ x y, timeAverage P n x y
      = (n : ℝ)⁻¹ * ∑ k ∈ Finset.range n, (P ^ k) x y := fun x y => by
    simp [timeAverage, Matrix.sum_apply]
  refine ⟨fun x y => ?_, fun x => ?_⟩
  · rw [happ]
    exact mul_nonneg (by positivity)
      (Finset.sum_nonneg fun k _ => (rowStochastic_pow hP k).1 x y)
  · simp only [happ]
    rw [← Finset.mul_sum, Finset.sum_comm,
      Finset.sum_congr rfl fun k _ => (rowStochastic_pow hP k).2 x]
    simp [hn]
```

An entry of a matrix product is a finite sum, so multiplication by a fixed matrix respects entrywise limits.

```lean
omit [DecidableEq S] in
/-- Multiplication by a fixed matrix, on either side, preserves entrywise limits. -/
theorem ConvergesTo.mul {M : ℕ → Matrix S S ℝ} {A : Matrix S S ℝ} (h : ConvergesTo M A)
    (B : Matrix S S ℝ) :
    ConvergesTo (fun n => M n * B) (A * B) ∧ ConvergesTo (fun n => B * M n) (B * A) := by
  constructor
  · intro x y
    simp only [Matrix.mul_apply]
    exact tendsto_finsetSum _ fun z _ => (h x z).mul_const _
  · intro x y
    simp only [Matrix.mul_apply]
    exact tendsto_finsetSum _ fun z _ => (h z y).const_mul _
```

The next lemma contains both absorption rules: $BP=B$ gives $BT_n=B$, and $PB=B$ gives $T_nB=B$. It needs no positivity.

```lean
/-- A matrix unchanged by one step of the chain, on the right or on the left, is unchanged by the
time average over a positive number of steps on the same side. -/
theorem timeAverage_absorb (P B : Matrix S S ℝ) {n : ℕ} (hn : n ≠ 0) :
    (B * P = B → B * timeAverage P n = B) ∧ (P * B = B → timeAverage P n * B = B) := by
  have hn' : (n : ℝ) ≠ 0 := Nat.cast_ne_zero.2 hn
  have havg : (n : ℝ)⁻¹ • ∑ _k ∈ Finset.range n, B = B := by
    rw [Finset.sum_const, Finset.card_range, ← Nat.cast_smul_eq_nsmul ℝ, smul_smul,
      inv_mul_cancel₀ hn', one_smul]
  constructor
  · intro h
    have hk : ∀ k : ℕ, B * P ^ k = B := fun k => by
      induction k with
      | zero => simp
      | succ k ih => rw [pow_succ, ← mul_assoc, ih, h]
    rw [timeAverage, Matrix.mul_smul, Finset.mul_sum, Finset.sum_congr rfl fun k _ => hk k]
    exact havg
  · intro h
    have hk : ∀ k : ℕ, P ^ k * B = B := fun k => by
      induction k with
      | zero => simp
      | succ k ih => rw [pow_succ, mul_assoc, h, ih]
    rw [timeAverage, Matrix.smul_mul, Finset.sum_mul, Finset.sum_congr rfl fun k _ => hk k]
    exact havg
```

## Invariance and uniqueness of the limits

A sequence of times is a function `φ` that tends to infinity. The identities `e1` and `e2` are the two telescoping formulas, and `small` uses the $1/n$ bound to show that the boundary term tends to zero. The limit of $T_{\varphi(n)}P$ is then computed in two ways, as $AP$ and as $A$, and `tendsto_nhds_unique` equates them.

```lean
/-- Every limit of time averages along times tending to infinity is unchanged by one step
of the chain, on either side. -/
theorem limit_invariant {P A : Matrix S S ℝ} (hP : RowStochastic P) {φ : ℕ → ℕ}
    (hφ : Tendsto φ atTop atTop) (h : ConvergesTo (fun n => timeAverage P (φ n)) A) :
    A * P = A ∧ P * A = A := by
  -- the geometric sum telescopes, leaving only a boundary term
  have e1 : ∀ n, timeAverage P n * P = timeAverage P n + (n : ℝ)⁻¹ • (P ^ n - 1) := by
    intro n
    rw [← geom_sum_mul P n, mul_sub, mul_one, timeAverage, Matrix.smul_mul, smul_sub]
    abel
  have e2 : ∀ n, P * timeAverage P n = timeAverage P n + (n : ℝ)⁻¹ • (P ^ n - 1) := by
    intro n
    rw [← mul_geom_sum P n, sub_mul, one_mul, timeAverage, Matrix.mul_smul, smul_sub]
    abel
  -- the boundary term tends to zero in every entry
  have small : ∀ x y, Tendsto (fun n : ℕ => ((n : ℝ)⁻¹ • (P ^ n - 1)) x y) atTop (𝓝 0) := by
    intro x y
    refine squeeze_zero_norm (a := fun n : ℕ => (n : ℝ)⁻¹) (fun n => ?_)
      (tendsto_inv_atTop_zero.comp tendsto_natCast_atTop_atTop)
    have hs := rowStochastic_pow hP n
    have h0 := hs.1 x y
    have h1 : (P ^ n) x y ≤ 1 := by
      rw [← hs.2 x]
      exact Finset.single_le_sum (fun z _ => hs.1 x z) (Finset.mem_univ y)
    have hinv : (0 : ℝ) ≤ (n : ℝ)⁻¹ := by positivity
    rw [Matrix.smul_apply, Matrix.sub_apply, smul_eq_mul, Real.norm_eq_abs, abs_mul,
      abs_of_nonneg hinv]
    refine mul_le_of_le_one_right hinv ?_
    rw [Matrix.one_apply, abs_le]
    split_ifs <;> constructor <;> linarith
  have key : ∀ x y, Tendsto (fun n => (timeAverage P (φ n)
      + (φ n : ℝ)⁻¹ • (P ^ φ n - 1)) x y) atTop (𝓝 (A x y)) := by
    intro x y
    have := (h x y).add ((small x y).comp hφ)
    rw [add_zero] at this
    exact this
  constructor
  · ext x y
    refine tendsto_nhds_unique ((h.mul P).1 x y) ?_
    simp only [e1]
    exact key x y
  · ext x y
    refine tendsto_nhds_unique ((h.mul P).2 x y) ?_
    simp only [e2]
    exact key x y
```

Uniqueness follows the calculation by hand, with `h1` for $AB=A$ and `h2` for $AB=B$. Each is the limit of a sequence that is eventually constant, because the times `ψ n` and `φ n` are eventually nonzero.

```lean
/-- Two limits `A` and `B` of time averages, along any two sequences of times tending to
infinity, coincide, and their product is again `A`. -/
theorem limit_unique {P A B : Matrix S S ℝ} (hP : RowStochastic P) {φ ψ : ℕ → ℕ}
    (hφ : Tendsto φ atTop atTop) (hψ : Tendsto ψ atTop atTop)
    (hA : ConvergesTo (fun n => timeAverage P (φ n)) A)
    (hB : ConvergesTo (fun n => timeAverage P (ψ n)) B) : A = B ∧ A * B = A := by
  have h1 : A * B = A := by
    ext x y
    refine tendsto_nhds_unique ((hB.mul A).2 x y) (tendsto_const_nhds.congr' ?_)
    filter_upwards [hψ.eventually_ne_atTop 0] with n hn
    rw [(timeAverage_absorb P A hn).1 (limit_invariant hP hφ hA).1]
  have h2 : A * B = B := by
    ext x y
    refine tendsto_nhds_unique ((hA.mul B).1 x y) (tendsto_const_nhds.congr' ?_)
    filter_upwards [hφ.eventually_ne_atTop 0] with n hn
    rw [(timeAverage_absorb P B hn).2 (limit_invariant hP hψ hB).2]
  exact ⟨h1.symm.trans h2, h1⟩
```

## Convergence without irreducibility or aperiodicity

The only hypothesis of the main theorem is `RowStochastic P`. Its conclusion provides a matrix `A` with all the claimed properties. In the proof, `hbox` places the entries in $[0,1]$, and `hsub` extracts convergent subsequences from the compact box. The lemma `tendsto_of_subseq_tendsto` then turns agreement of the subsequential limits into convergence of the full sequence.

```lean
/-- For every finite Markov chain the time averages of the transition matrices converge to
a row-stochastic projection `A` with `P A = A P = A`. -/
theorem timeAverage_converges {P : Matrix S S ℝ} (hP : RowStochastic P) :
    ∃ A : Matrix S S ℝ, RowStochastic A ∧ ConvergesTo (timeAverage P) A ∧
      A * A = A ∧ P * A = A ∧ A * P = A := by
  have hbox : ∀ n x y, timeAverage P n x y ∈ Set.Icc (0 : ℝ) 1 := by
    intro n x y
    rcases eq_or_ne n 0 with rfl | hn
    · simp [timeAverage]
    · have hs := rowStochastic_timeAverage hP hn
      refine ⟨hs.1 x y, ?_⟩
      rw [← hs.2 x]
      exact Finset.single_le_sum (fun z _ => hs.1 x z) (Finset.mem_univ y)
  -- compactness: every sequence of times has a subsequence along which averages converge
  have hsub : ∀ ψ : ℕ → ℕ, ∃ (A : Matrix S S ℝ) (φ : ℕ → ℕ), StrictMono φ ∧
      ConvergesTo (fun n => timeAverage P (ψ (φ n))) A := by
    intro ψ
    have hK : IsCompact (Set.pi Set.univ fun _ : S =>
        Set.pi Set.univ fun _ : S => Set.Icc (0 : ℝ) 1) :=
      isCompact_univ_pi fun _ => isCompact_univ_pi fun _ => isCompact_Icc
    obtain ⟨A, -, φ, hφ, h⟩ := hK.tendsto_subseq
      (x := fun n => fun x y => timeAverage P (ψ n) x y)
      (fun n x _ y _ => hbox (ψ n) x y)
    exact ⟨Matrix.of A, φ, hφ, fun x y => tendsto_pi_nhds.1 (tendsto_pi_nhds.1 h x) y⟩
  obtain ⟨A, φ, hφ, hA⟩ := hsub (fun n => n)
  have hinv := limit_invariant hP hφ.tendsto_atTop hA
  -- all subsequential limits agree, so the whole sequence converges
  have hc : ConvergesTo (timeAverage P) A := by
    intro x y
    refine tendsto_of_subseq_tendsto fun ns hns => ?_
    obtain ⟨B, ms, hms, hB⟩ := hsub ns
    have hAB := (limit_unique hP hφ.tendsto_atTop (hns.comp hms.tendsto_atTop) hA hB).1
    exact ⟨ms, by rw [hAB]; exact hB x y⟩
  refine ⟨A, ⟨fun x y => ge_of_tendsto' (hc x y) fun n => (hbox n x y).1, fun x => ?_⟩, hc,
    (limit_unique hP hφ.tendsto_atTop hφ.tendsto_atTop hA hA).2, hinv.2, hinv.1⟩
  refine tendsto_nhds_unique (tendsto_finsetSum Finset.univ fun y _ => hc x y)
    (tendsto_const_nhds.congr' ?_)
  filter_upwards [eventually_ne_atTop 0] with n hn
  exact ((rowStochastic_timeAverage hP hn).2 x).symm
```

## Observables with constant expectation, and stationary means

An observable with $Pf=f$ has an expectation that does not change in time. These are exactly the observables fixed by $A$. If $Af=f$, then $Pf=PAf=Af=f$. If $Pf=f$, then $T_nf=f$ for $n\ge1$, and the limit gives $Af=f$. The Lean proof of the second direction places $f$ in every column of a matrix `B`, so that the absorption lemma applies.

```lean
/-- An observable is fixed by the limit of the time averages exactly when it is fixed by
one step of the chain. -/
theorem limit_fixes_iff {P A : Matrix S S ℝ} (hP : RowStochastic P)
    (hA : ConvergesTo (timeAverage P) A) (f : S → ℝ) : A *ᵥ f = f ↔ P *ᵥ f = f := by
  constructor
  · intro h
    have hPA : P * A = A := (limit_invariant (φ := id) hP tendsto_id hA).2
    calc P *ᵥ f = P *ᵥ (A *ᵥ f) := by rw [h]
      _ = f := by rw [Matrix.mulVec_mulVec, hPA, h]
  · intro h
    -- use the matrix all of whose columns are `f`
    let B : Matrix S S ℝ := Matrix.of fun x _ => f x
    have hB : P * B = B := by
      ext x y
      exact congrFun h x
    have hAB : A * B = B := by
      ext x y
      refine tendsto_nhds_unique ((hA.mul B).1 x y) (tendsto_const_nhds.congr' ?_)
      filter_upwards [eventually_ne_atTop 0] with n hn
      rw [(timeAverage_absorb P B hn).2 hB]
    funext x
    exact congrFun (congrFun hAB x) x
```

The hypothesis `huniq` below says that every stationary probability vector equals `p`. Physically, the chain has a single steady state, as a sampler does when its moves can lead from every state to every other. That `p` is itself stationary need not be assumed: row $x$ of $A$ is a probability vector, and $AP=A$ makes it stationary, so it equals `p`. Multiplying the entries of $T_n$ by $f(y)$ and summing over $y$ gives

$$\frac1n\sum_{k=0}^{n-1}(P^kf)(x)\longrightarrow\sum_y p_y f(y).$$

Without uniqueness the limit can depend on the start: for $P=1$ the chain never moves, and $A=1$.

```lean
/-- If no probability vector other than `p` is stationary, the time-averaged expectation of
any observable, from any starting state, tends to its mean under `p`. -/
theorem expectation_average_tendsto {P : Matrix S S ℝ} (hP : RowStochastic P) {p : S → ℝ}
    (huniq : ∀ q : S → ℝ, (∀ y, 0 ≤ q y) → ∑ y, q y = 1 → q ᵥ* P = q → q = p)
    (f : S → ℝ) (x : S) :
    Tendsto (fun n : ℕ => (n : ℝ)⁻¹ * ∑ k ∈ Finset.range n, (P ^ k *ᵥ f) x) atTop
      (𝓝 (p ⬝ᵥ f)) := by
  obtain ⟨A, hA, hc, -, -, hAP⟩ := timeAverage_converges hP
  -- each row of the limit is a stationary probability, hence equals `p`
  have hrow : A x = p :=
    huniq (A x) (hA.1 x) (hA.2 x) (funext fun y => congrFun (congrFun hAP x) y)
  have hlim := tendsto_finsetSum Finset.univ fun y _ => (hc x y).mul_const (f y)
  rw [← hrow]
  refine hlim.congr fun n => ?_
  have happ : ∀ y, timeAverage P n x y
      = (n : ℝ)⁻¹ * ∑ k ∈ Finset.range n, (P ^ k) x y := fun y => by
    simp [timeAverage, Matrix.sum_apply]
  simp only [happ, Matrix.mulVec, dotProduct, Finset.mul_sum, Finset.sum_mul]
  rw [Finset.sum_comm]
  simp only [mul_assoc]
```

## A periodic chain

The two-state flip changes state at every step.

```lean
/-- The two-state chain that changes state at every step. -/
def flipChain : Matrix (Fin 2) (Fin 2) ℝ := !![0, 1; 1, 0]
```

Its square is the identity, so the entry $(P^n)_{00}$ is $1$ at even times and $0$ at odd times, and the powers have no limit. The averages do converge. The equation $AP=A$ gives $A_{x1}=A_{x0}$, and since the row sums to one, both entries are $1/2$. The Lean proof compares the limits along $2k$ and $2k+1$ for the first part and solves these two linear equations for the second.

```lean
/-- For the two-state flip the transition matrices themselves have no limit, while their
time averages converge to the matrix with all entries one half. -/
theorem flipChain_average_converges_powers_do_not :
    (∀ L, ¬ ConvergesTo (fun n => flipChain ^ n) L) ∧
      ConvergesTo (timeAverage flipChain) (Matrix.of fun _ _ => 1 / 2) := by
  constructor
  · intro L h
    have hsq : flipChain ^ 2 = 1 := by
      ext i j
      fin_cases i <;> fin_cases j <;>
        simp [flipChain, pow_two, Matrix.mul_apply, Fin.sum_univ_two]
    have t0 : Tendsto (fun k : ℕ => 2 * k) atTop atTop :=
      tendsto_atTop_mono (fun k => by simp only [id]; omega) tendsto_id
    have t1 : Tendsto (fun k : ℕ => 2 * k + 1) atTop atTop :=
      tendsto_atTop_mono (fun k => by simp only [id]; omega) tendsto_id
    -- even times return to the start, odd times never do
    have h0 : L 0 0 = 1 := by
      refine tendsto_nhds_unique ((h 0 0).comp t0) (tendsto_const_nhds.congr fun k => ?_)
      show (1 : ℝ) = (flipChain ^ (2 * k)) 0 0
      rw [pow_mul, hsq, one_pow, Matrix.one_apply_eq]
    have h1 : L 0 0 = 0 := by
      refine tendsto_nhds_unique ((h 0 0).comp t1) (tendsto_const_nhds.congr fun k => ?_)
      show (0 : ℝ) = (flipChain ^ (2 * k + 1)) 0 0
      rw [pow_succ, pow_mul, hsq, one_pow, one_mul]
      simp [flipChain]
    linarith
  · have hs : RowStochastic flipChain := by
      constructor
      · intro x y
        fin_cases x <;> fin_cases y <;> simp [flipChain]
      · intro x
        fin_cases x <;> simp [flipChain, Fin.sum_univ_two]
    obtain ⟨A, hA, hc, -, -, hAP⟩ := timeAverage_converges hs
    intro x y
    have h0 := congrFun (congrFun hAP x) 0
    simp [flipChain, Matrix.mul_apply, Fin.sum_univ_two] at h0
    have h1 := hA.2 x
    rw [Fin.sum_univ_two] at h1
    have e : ∀ z, A x z = 1 / 2 := by
      rw [Fin.forall_fin_two]
      constructor <;> linarith
    have h2 := hc x y
    rw [e y] at h2
    exact h2

end

end MarkovTimeAverage
```

```lean
#print axioms MarkovTimeAverage.timeAverage_converges
#print axioms MarkovTimeAverage.limit_fixes_iff
#print axioms MarkovTimeAverage.expectation_average_tendsto
#print axioms MarkovTimeAverage.flipChain_average_converges_powers_do_not
```

```
'MarkovTimeAverage.timeAverage_converges' depends on axioms: [propext, Classical.choice, Quot.sound]
'MarkovTimeAverage.limit_fixes_iff' depends on axioms: [propext, Classical.choice, Quot.sound]
'MarkovTimeAverage.expectation_average_tendsto' depends on axioms: [propext, Classical.choice, Quot.sound]
'MarkovTimeAverage.flipChain_average_converges_powers_do_not' depends on axioms: [propext, Classical.choice, Quot.sound]
```
